# Anisotropy of the gap magnitude lowers the rms weak-coupling gap at fixed coupling

The Fermi surface is taken here as a finite set of directions $i$, the type `ι`, each with a weight $w_i$ for its share of the density of states. The gap in direction $i$ is $D f_i$: the shape $f$ is given, and only the amplitude $D$ is unknown. This is the situation for a separable attraction proportional to $f_i f_j$.

At zero temperature, with pairing limited to a shell of half-width $\omega$, each direction contributes

$$\int_0^\omega \frac{d\xi}{\sqrt{\xi^2+D^2f_i^2}}=\operatorname{arsinh}\frac{\omega}{D|f_i|}\approx\ln\frac{2\omega}{D|f_i|}\qquad (D|f_i|\ll\omega).$$

The logarithmic form is assumed in Lean and not derived. Write the attraction as $g f_i f_j$ with strength $g>0$. The dimensionless coupling $\lambda$ (`lam`) is $g$ times the total density of states per spin at the Fermi level, and the gap equation is

$$\lambda\sum_i w_i f_i^2\ln\frac{2\omega}{D|f_i|}=1 .$$

Nodes, $f_i=0$, are allowed. Their prefactor makes them contribute zero, which is also the limit of the term.

Fixed coupling in the title means fixed $\lambda$ and $\omega$, for shapes normalised to $\sum_i w_i f_i^2=1$ with weights of total one. It does not mean a fixed Fermi-surface average of the attraction, which in the same units is $\lambda\left(\sum_i w_i f_i\right)^2$.

```lean
import Mathlib

namespace AnisotropicPairing

noncomputable section

variable {ι : Type*} [Fintype ι]
```

`pairingSum` is the sum without $\lambda$.

```lean
/-- The weak-coupling pairing sum over Fermi-surface directions with weights `w` and gaps `D * f i`,
for `D > 0`. A node `f i = 0` contributes zero, the limit of its term. -/
def pairingSum (w f : ι → ℝ) (ω D : ℝ) : ℝ :=
  ∑ i, w i * f i ^ 2 * Real.log (2 * ω / (D * |f i|))
```

The quantity to be compared is the root-mean-square gap.

```lean
/-- The square root of the weighted sum of `(D * f i)²`. For nonnegative weights with total one it
is the root-mean-square over the Fermi surface of the gap `D * f i`. -/
def rmsGap (w f : ι → ℝ) (D : ℝ) : ℝ :=
  Real.sqrt (∑ i, w i * (D * f i) ^ 2)
```

The reference value is the isotropic gap $\Delta_0=2\omega e^{-1/\lambda}$ at the same $\omega$ and $\lambda$.

```lean
/-- The weak-coupling gap `2 ω exp(-1/λ)` of an isotropic superconductor, for `ω > 0` and `λ > 0`.
-/
def isotropicGap (ω lam : ℝ) : ℝ := 2 * ω * Real.exp (-(1 / lam))
```

Once the shape is normalised as in the next section, it enters the solution for $D$ only through the number $A=\sum_i w_i f_i^2\ln|f_i|$.

```lean
/-- The anisotropy of the gap function, the weighted sum of `f² ln |f|` over the Fermi surface (an
average when the weights are nonnegative with total one); a node contributes zero. -/
def anisotropy (w f : ι → ℝ) : ℝ := ∑ i, w i * f i ^ 2 * Real.log |f i|
```

## Normalised shape: $\sum_i w_i f_i^2=1$

Only the products $D f_i$ are gaps, so a factor could be moved between $D$ and $f$. The normalisation `hf1` fixes that factor, and with it the meaning of $\lambda$. By hand it is used twice. First, for $D>0$,

$$\sqrt{\sum_i w_i (Df_i)^2}=\sqrt{D^2}=D .$$

The proof takes $D^2$ out of the sum and applies `hf1`.

```lean
/-- For a normalised gap function and `D > 0`, the rms gap is the amplitude `D`. -/
theorem rmsGap_eq (w f : ι → ℝ) {D : ℝ} (hD : 0 < D)
    (hf1 : ∑ i, w i * f i ^ 2 = 1) : rmsGap w f D = D := by
  have h : ∑ i, w i * (D * f i) ^ 2 = D ^ 2 * ∑ i, w i * f i ^ 2 := by
    rw [Finset.mul_sum]
    exact Finset.sum_congr rfl (fun i _ => by ring)
  unfold rmsGap
  rw [h, hf1, mul_one, Real.sqrt_sq hD.le]
```

Second, splitting the logarithm gives

$$\sum_i w_i f_i^2\left(\ln\frac{2\omega}{D}-\ln|f_i|\right)=\ln\frac{2\omega}{D}-A .$$

In Lean the split is made direction by direction. Nodes are a separate case, because $\ln|f_i|$ can be split off only when $f_i\neq0$.

```lean
/-- For a normalised gap function and positive `ω` and `D`, the pairing sum is the isotropic
logarithm `ln(2ω/D)` minus the anisotropy. -/
theorem pairingSum_eq (w f : ι → ℝ) {ω D : ℝ} (hω : 0 < ω) (hD : 0 < D)
    (hf1 : ∑ i, w i * f i ^ 2 = 1) :
    pairingSum w f ω D = Real.log (2 * ω / D) - anisotropy w f := by
  have h0 : 2 * ω / D ≠ 0 := by positivity
  have h : ∀ i, w i * f i ^ 2 * Real.log (2 * ω / (D * |f i|))
      = w i * f i ^ 2 * Real.log (2 * ω / D) - w i * f i ^ 2 * Real.log |f i| := by
    intro i
    by_cases hi : f i = 0
    · simp [hi]
    · have hi' : |f i| ≠ 0 := abs_ne_zero.mpr hi
      rw [← div_div, Real.log_div h0 hi']
      ring
  unfold pairingSum anisotropy
  rw [Finset.sum_congr rfl (fun i _ => h i), Finset.sum_sub_distrib, ← Finset.sum_mul, hf1,
    one_mul]
```

If the sum may exceed one, the bound on the rms gap fails. Take one direction with $w=1$ and $f=2$. The gap equation becomes $4\lambda\ln(\omega/D)=1$, and the rms gap is $2D=2\omega e^{-1/(4\lambda)}$, which is larger than $\Delta_0$. The coupling has in effect been multiplied by four.

## Positive $\omega$, $\lambda$ and $D$

These conditions describe an energy shell of nonzero width, an attraction, and a superconducting state whose overall sign has been fixed. By hand they allow the gap equation to be solved:

$$\ln\frac{2\omega}{D}-A=\frac1\lambda\quad\Longleftrightarrow\quad D=2\omega e^{-1/\lambda}e^{-A}=\Delta_0e^{-A}.$$

In the proof, `hlog` computes the logarithm of the right-hand side. The forward direction then uses `Real.log_injOn_pos`, the injectivity of the logarithm on positive numbers, and the converse substitutes back.

```lean
/-- For a normalised gap function and positive `ω`, `λ` and `D`, the gap equation holds exactly
when `D` is the isotropic gap times `exp(-anisotropy)`. -/
theorem gap_equation_iff (w f : ι → ℝ) {ω lam D : ℝ} (hω : 0 < ω) (hl : 0 < lam) (hD : 0 < D)
    (hf1 : ∑ i, w i * f i ^ 2 = 1) :
    lam * pairingSum w f ω D = 1 ↔ D = isotropicGap ω lam * Real.exp (-anisotropy w f) := by
  have h2 : 0 < 2 * ω := by positivity
  have hiso : 0 < isotropicGap ω lam := mul_pos h2 (Real.exp_pos _)
  have hlog : Real.log (isotropicGap ω lam * Real.exp (-anisotropy w f))
      = Real.log (2 * ω) - 1 / lam - anisotropy w f := by
    rw [Real.log_mul hiso.ne' (Real.exp_pos _).ne', Real.log_exp]
    unfold isotropicGap
    rw [Real.log_mul h2.ne' (Real.exp_pos _).ne', Real.log_exp]
    ring
  rw [pairingSum_eq w f hω hD hf1, Real.log_div h2.ne' hD.ne']
  constructor
  · intro h
    have h1 : Real.log (2 * ω) - Real.log D - anisotropy w f = 1 / lam := by
      rw [eq_div_iff hl.ne']
      linarith
    -- the logarithm is injective on positive numbers
    exact Real.log_injOn_pos (Set.mem_Ioi.mpr hD)
      (Set.mem_Ioi.mpr (mul_pos hiso (Real.exp_pos _))) (by rw [hlog]; linarith)
  · intro h
    have h1 : Real.log D = Real.log (2 * ω) - 1 / lam - anisotropy w f := by
      rw [← hlog, ← h]
    have h3 : Real.log (2 * ω) - Real.log D - anisotropy w f = 1 / lam := by
      rw [h1]
      ring
    rw [h3]
    exact mul_one_div_cancel hl.ne'
```

At $\lambda=0$ the equation reads $0=1$ and has no solution. For $\lambda<0$ the algebra would still go through, but in the isotropic case it gives $D=2\omega e^{1/|\lambda|}>2\omega$, where the logarithm no longer approximates the integral. The restriction to $D>0$ is needed for uniqueness, since Lean's real logarithm ignores the sign of its argument and $-D$ would also solve the equation.

## Positive weights with total one

The conditions `hw` and `hw1` make the sum over directions an average over the Fermi surface. They give the sign of $A$, starting from an inequality in a single direction. For $y>0$ and $y\neq1$, $\ln y<y-1$. Put $y=1/x^2$ and multiply by $x^2$:

$$-2x^2\ln|x|<1-x^2,\qquad\text{that is,}\qquad x^2-1<2x^2\ln|x| .$$

At $x=0$ the claim is $-1<0$. The proof has the same two cases.

```lean
/-- In a direction where `x² ≠ 1`, the quantity `2 x² ln |x|` exceeds `x² - 1`. -/
theorem direction_bound {x : ℝ} (h : x ^ 2 ≠ 1) :
    x ^ 2 - 1 < 2 * (x ^ 2 * Real.log |x|) := by
  by_cases hx : x = 0
  · subst hx
    norm_num
  · have hx2 : 0 < x ^ 2 := by positivity
    have h1 := Real.log_lt_sub_one_of_pos (inv_pos.mpr hx2)
      (fun e => h (by rw [← inv_inv (x ^ 2), e, inv_one]))
    rw [Real.log_inv, Real.log_pow] at h1
    push_cast at h1
    have h3 := mul_lt_mul_of_pos_left h1 hx2
    rw [mul_sub, mul_inv_cancel₀ hx2.ne'] at h3
    rw [Real.log_abs]
    linarith
```

Averaging over directions gives

$$0=\sum_i w_i(f_i^2-1)\le 2\sum_i w_if_i^2\ln|f_i|=2A .$$

The left-hand side vanishes by the two normalisations, which is `h0` in the proof. If some $f_j^2\neq1$, that direction has positive weight and makes the inequality strict; this is the step with `Finset.sum_lt_sum`. If every $f_i^2=1$, all the logarithms vanish and $A=0$.

```lean
/-- For positive normalised weights and a normalised gap function, the anisotropy is nonnegative,
and it vanishes exactly when `f² = 1` in every direction. -/
theorem anisotropy_nonneg_and_eq_zero_iff (w f : ι → ℝ) (hw : ∀ i, 0 < w i)
    (hw1 : ∑ i, w i = 1) (hf1 : ∑ i, w i * f i ^ 2 = 1) :
    0 ≤ anisotropy w f ∧ (anisotropy w f = 0 ↔ ∀ i, f i ^ 2 = 1) := by
  have hlog : ∀ i, f i ^ 2 = 1 → Real.log |f i| = 0 := by
    intro i hi
    have h := Real.log_pow (f i) 2
    rw [hi, Real.log_one] at h
    push_cast at h
    rw [Real.log_abs]
    linarith
  have h0 : ∑ i, w i * (f i ^ 2 - 1) = 0 := by
    simp only [mul_sub, mul_one, Finset.sum_sub_distrib, hw1, hf1, sub_self]
  have h2 : ∑ i, w i * (2 * (f i ^ 2 * Real.log |f i|)) = 2 * anisotropy w f := by
    unfold anisotropy
    rw [Finset.mul_sum]
    exact Finset.sum_congr rfl (fun i _ => by ring)
  have hone : (∀ i, f i ^ 2 = 1) → anisotropy w f = 0 := by
    intro h
    unfold anisotropy
    exact Finset.sum_eq_zero (fun i _ => by rw [hlog i (h i), mul_zero])
  -- a single direction with f² ≠ 1 makes the averaged bound strict
  have hpos : ¬ (∀ i, f i ^ 2 = 1) → 0 < anisotropy w f := by
    intro h
    obtain ⟨j, hj⟩ := not_forall.mp h
    have hlt : ∑ i, w i * (f i ^ 2 - 1) < ∑ i, w i * (2 * (f i ^ 2 * Real.log |f i|)) := by
      apply Finset.sum_lt_sum
      · intro i _
        by_cases hi : f i ^ 2 = 1
        · rw [hlog i hi, hi]
          simp
        · exact (mul_lt_mul_of_pos_left (direction_bound hi) (hw i)).le
      · exact ⟨j, Finset.mem_univ j, mul_lt_mul_of_pos_left (direction_bound hj) (hw j)⟩
    linarith
  by_cases h : ∀ i, f i ^ 2 = 1
  · exact ⟨(hone h).ge, fun _ => h, hone⟩
  · exact ⟨(hpos h).le, fun e => absurd e (hpos h).ne', hone⟩
```

A zero weight breaks the equality condition. With $w=(1,0)$ and $f=(1,2)$, the rms gap equals $\Delta_0$ although $f_2^2=4$. A total weight above one breaks the formal bound itself: one direction with $w=4$ and $f=1/2$ satisfies `hf1`, but has $A=-\ln2$ and `rmsGap` equal to $2\Delta_0$. With such a weight `rmsGap` is no longer a true root-mean-square: the gap in the single direction is $D/2=\Delta_0$.

## One solution, bounded by the isotropic gap

Under all these hypotheses, the first part of the theorem says that exactly one $D>0$ solves the gap equation. The second says that any such $D$ has rms gap at most $\Delta_0$, with equality exactly when $f_i^2=1$ in every direction. A gap that changes sign but keeps its magnitude therefore loses nothing.

The explicit formula $D=\Delta_0e^{-A}$ gives existence and uniqueness. Since the rms gap is $D$ and $A\ge0$, the factor $e^{-A}\le1$ gives the bound, and it equals one only for $A=0$.

```lean
/-- Anisotropy lowers the rms gap: for positive normalised weights, a normalised gap function and
positive `ω` and `λ`, the gap equation has exactly one solution `D > 0`. Its rms gap is at most
`2 ω exp(-1/λ)`, with equality exactly when `f² = 1` in every direction. -/
theorem anisotropy_lowers_rms_gap (w f : ι → ℝ) {ω lam : ℝ} (hω : 0 < ω) (hl : 0 < lam)
    (hw : ∀ i, 0 < w i) (hw1 : ∑ i, w i = 1) (hf1 : ∑ i, w i * f i ^ 2 = 1) :
    (∃! D : ℝ, 0 < D ∧ lam * pairingSum w f ω D = 1) ∧
    ∀ D : ℝ, 0 < D → lam * pairingSum w f ω D = 1 →
      rmsGap w f D ≤ isotropicGap ω lam ∧
      (rmsGap w f D = isotropicGap ω lam ↔ ∀ i, f i ^ 2 = 1) := by
  have hiso : 0 < isotropicGap ω lam := mul_pos (by positivity) (Real.exp_pos _)
  obtain ⟨hA, hA0⟩ := anisotropy_nonneg_and_eq_zero_iff w f hw hw1 hf1
  constructor
  · have hpos := mul_pos hiso (Real.exp_pos (-anisotropy w f))
    exact ⟨_, ⟨hpos, (gap_equation_iff w f hω hl hpos hf1).mpr rfl⟩,
      fun D hD => (gap_equation_iff w f hω hl hD.1 hf1).mp hD.2⟩
  · intro D hD h
    rw [rmsGap_eq w f hD hf1, (gap_equation_iff w f hω hl hD hf1).mp h, ← hA0]
    refine ⟨?_, ?_, ?_⟩
    · exact mul_le_of_le_one_right hiso.le (Real.exp_le_one_iff.mpr (by linarith))
    · intro e
      have h1 : Real.exp (-anisotropy w f) = 1 :=
        mul_left_cancel₀ hiso.ne' (by rw [e, mul_one])
      have h2 := (Real.exp_eq_one_iff _).mp h1
      linarith
    · intro e
      rw [e, neg_zero, Real.exp_zero, mul_one]

end

end AnisotropicPairing
```

```lean
#print axioms AnisotropicPairing.anisotropy_lowers_rms_gap
```

```
'AnisotropicPairing.anisotropy_lowers_rms_gap' depends on axioms: [propext, Classical.choice, Quot.sound]
```

The result compares superconductors at equal coupling and cutoff, within a zero-temperature, weak-coupling model with one fixed gap shape and finitely many directions.

## A $d$-wave gap on four angles

Within this model the amplitude can be computed directly: tabulate $f$ on a Fermi-surface mesh, normalise it, sum $A$, and multiply $\Delta_0$ by $e^{-A}$. If normalising divides $f$ by $c$, then $\lambda$ has to be multiplied by $c^2$ before $\Delta_0$ is computed, so that the attraction stays the same. No root search is needed.

For $f(\varphi)=\sqrt2\cos2\varphi$ at $\varphi=0,\ \pi/8,\ \pi/4,\ 3\pi/8$ with weights $1/4$, the values of $f^2$ are $2,1,0,1$, and their average is one. Only the first direction contributes to $A$:

$$A=\tfrac14\cdot2\cdot\ln\sqrt2=\tfrac14\ln2,\qquad D=2^{-1/4}\Delta_0\approx0.84\,\Delta_0 .$$

On this mesh the rms gap is about 16% below the isotropic value. The term of the node at $\varphi=\pi/4$ is zero, and a code should set it so instead of evaluating $0\cdot\ln 0$.
